# The reflectivity of an Epstein transition layer decreases strictly with its width

A scalar wave at fixed energy obeys $\psi''(x)+k^2(x)\psi(x)=0$ with the graded profile

$$k^2(x)=p^2+\frac{q^2-p^2}{1+e^{-x/s}},\qquad 0<p<q,\quad s>0.$$

The wave number is $p$ far to the left and $q$ far to the right, and the wave arrives from the left. The length $s$ is the scale in the exponent, not a 10–90 % width. With time factor $e^{-i\omega t}$, the wave $e^{ipx}$ moves to the right. The reflection amplitude $r$ is the coefficient of $e^{-ipx}$ divided by that of $e^{ipx}$ as $x\to-\infty$, when only $e^{iqx}$ is present as $x\to+\infty$. The reflectivity is $R(s)=|r|^2$.

For a particle in one dimension, $k^2=2m(E-V)/\hbar^2$, so $p<q$ describes a smooth potential drop. For neutrons or s-polarised light reflected specularly from a non-absorbing, non-magnetic planar interface, $p$ and $q$ are the wave-vector components normal to the interface.

```lean
import Mathlib

open Filter Topology Set
open Complex (I)
open scoped Real ComplexConjugate

namespace EpsteinLayer

noncomputable section
```

## The amplitude from the hypergeometric connection formula

Put $z=-e^{-x/s}$ and $\psi=e^{iqx}F(z)$. The wave equation becomes the hypergeometric equation with parameters

$$\alpha=is(p-q),\qquad \beta=-is(p+q),\qquad \gamma=1-2iqs,$$

and the solution with $F(0)=1$ is purely transmitted on the right. On the left $z\to-\infty$, and the connection formula gives

$$F\sim\frac{\Gamma(\gamma)\Gamma(\beta-\alpha)}{\Gamma(\beta)\Gamma(\gamma-\alpha)}(-z)^{-\alpha}+\frac{\Gamma(\gamma)\Gamma(\alpha-\beta)}{\Gamma(\alpha)\Gamma(\gamma-\beta)}(-z)^{-\beta}.$$

After multiplication by $e^{iqx}$ the first term is proportional to $e^{ipx}$ and the second to $e^{-ipx}$. In their ratio the Gamma functions pair up as $G(y)=\Gamma(iy)\,\Gamma(1+iy)$, which is `gammaPair`.

```lean
/-- The product `Γ(iy) Γ(1 + iy)` from the hypergeometric connection formula, for real `y ≠ 0`. -/
def gammaPair (y : ℝ) : ℂ := Complex.Gamma (y * I) * Complex.Gamma (1 + y * I)
```

Since $\gamma-\alpha=1-is(q+p)$ and $\gamma-\beta=1-is(q-p)$, the ratio is

$$r=\frac{\Gamma(2ips)}{\Gamma(-2ips)}\,\frac{G(-s(q+p))}{G(-s(q-p))}.$$

The Lean development starts from this expression as its definition of `amplitude`. The passage from the differential equation to it is the derivation by hand above and is not formalised.

```lean
/-- Reflection amplitude of the Epstein profile `k²(x) = p² + (q² - p²) / (1 + exp (-x/s))` for a
wave incident from the side with wave number `p`, as given by the hypergeometric connection
formula. Its domain is `0 < s`, `0 < p`, `0 < q`, `p ≠ q`. -/
def amplitude (p q s : ℝ) : ℂ :=
  Complex.Gamma ((2 * p * s : ℝ) * I) / Complex.Gamma ((-(2 * p * s) : ℝ) * I)
    * gammaPair (-(s * (q + p))) / gammaPair (-(s * (q - p)))
```

`reflectivity p q s` is the squared modulus of this complex number. The formula with hyperbolic sines is therefore a theorem below, not a definition.

```lean
/-- The reflectivity is the squared modulus of the reflection amplitude, on the same domain
`0 < s`, `0 < p`, `0 < q`, `p ≠ q`. -/
def reflectivity (p q s : ℝ) : ℝ := ‖amplitude p q s‖ ^ 2
```

## The modulus of the Gamma pair

For real $y\neq0$, $\Gamma(1+iy)$ and $\Gamma(1-iy)$ are complex conjugates and have equal modulus. Euler's reflection formula $\Gamma(z)\Gamma(1-z)=\pi/\sin\pi z$ at $z=iy$, together with $\sin(i\pi y)=i\sinh\pi y$, gives

$$|G(y)|=|\Gamma(iy)\Gamma(1-iy)|=\frac{\pi}{|\sinh\pi y|}.$$

In the proof, `hc` is the conjugation, `hs` is the sine of an imaginary argument, and the `calc` block joins them through `Complex.Gamma_mul_Gamma_one_sub`.

```lean
/-- For real `y ≠ 0`, the modulus of `Γ(iy) Γ(1 + iy)` times `|sinh πy|` equals `π`. -/
theorem norm_gammaPair_mul {y : ℝ} (hy : y ≠ 0) :
    ‖gammaPair y‖ * |Real.sinh (π * y)| = π := by
  have hc : Complex.Gamma (1 - y * I) = conj (Complex.Gamma (1 + y * I)) := by
    rw [← Complex.Gamma_conj]
    congr 1
    simp [sub_eq_add_neg]
  have hs : Complex.sin (π * (y * I)) = ((Real.sinh (π * y) : ℝ) : ℂ) * I := by
    rw [← mul_assoc, Complex.sin_mul_I, Complex.ofReal_sinh, Complex.ofReal_mul]
  -- Euler's reflection formula, up to a complex conjugation that leaves the modulus alone
  have h : ‖gammaPair y‖ = π / |Real.sinh (π * y)| := by
    calc ‖gammaPair y‖ = ‖Complex.Gamma (y * I) * Complex.Gamma (1 - y * I)‖ := by
          rw [gammaPair, hc, norm_mul, norm_mul, RCLike.norm_conj]
      _ = π / |Real.sinh (π * y)| := by
          rw [Complex.Gamma_mul_Gamma_one_sub, hs, norm_div, norm_mul, Complex.norm_I, mul_one,
            Complex.norm_real, Complex.norm_real, Real.norm_eq_abs, Real.norm_eq_abs,
            abs_of_pos Real.pi_pos]
  have hne : |Real.sinh (π * y)| ≠ 0 :=
    abs_ne_zero.2 (fun h0 => mul_ne_zero Real.pi_ne_zero hy (Real.sinh_eq_zero.1 h0))
  rw [h, div_mul_cancel₀ _ hne]
```

## The reflectivity as a ratio of hyperbolic sines

The first quotient in $r$ has the form $\Gamma(ix)/\Gamma(-ix)$ with $x=2ps\neq0$. Numerator and denominator are conjugates, so its modulus is one, provided $\Gamma(ix)\neq0$. That follows from the previous step: if $\Gamma(ix)$ vanished, so would $|G(x)|\,|\sinh\pi x|$, which equals $\pi$. Hence

$$|r|=\frac{\pi/\sinh(\pi s(q+p))}{\pi/\sinh(\pi s(q-p))},\qquad R(s)=\left(\frac{\sinh(\pi s(q-p))}{\sinh(\pi s(q+p))}\right)^2.$$

The phase argument is `hphase`. The two moduli come from `hG`, where the minus sign in the argument of $G$ disappears because $\sinh$ is odd and only its absolute value enters.

```lean
/-- For `0 < p < q` and width `s > 0`, the Epstein reflectivity is the squared ratio of
`sinh (π(q-p)s)` to `sinh (π(q+p)s)`. -/
theorem reflectivity_eq {p q s : ℝ} (hp : 0 < p) (hpq : p < q) (hs : 0 < s) :
    reflectivity p q s =
      (Real.sinh (π * (q - p) * s) / Real.sinh (π * (q + p) * s)) ^ 2 := by
  have hpos : ∀ c : ℝ, 0 < c → 0 < Real.sinh (π * c * s) := fun c hc =>
    Real.sinh_pos_iff.2 (mul_pos (mul_pos Real.pi_pos hc) hs)
  have hG : ∀ c : ℝ, 0 < c → ‖gammaPair (-(s * c))‖ = π / Real.sinh (π * c * s) := by
    intro c hc
    have h := norm_gammaPair_mul (neg_ne_zero.2 (mul_pos hs hc).ne')
    have e : π * -(s * c) = -(π * c * s) := by ring
    rw [e, Real.sinh_neg, abs_neg, abs_of_pos (hpos c hc)] at h
    exact eq_div_of_mul_eq (hpos c hc).ne' h
  -- the first quotient of Gamma functions is a pure phase
  have hphase : ‖Complex.Gamma ((2 * p * s : ℝ) * I)
      / Complex.Gamma ((-(2 * p * s) : ℝ) * I)‖ = 1 := by
    have hx : 2 * p * s ≠ 0 := by positivity
    generalize 2 * p * s = x at hx
    have hc : Complex.Gamma ((-x : ℝ) * I) = conj (Complex.Gamma (x * I)) := by
      rw [← Complex.Gamma_conj]
      congr 1
      simp
    have hne : Complex.Gamma (x * I) ≠ 0 := by
      intro h0
      have h := norm_gammaPair_mul hx
      rw [gammaPair, h0, zero_mul, norm_zero, zero_mul] at h
      exact Real.pi_ne_zero h.symm
    rw [hc, norm_div, RCLike.norm_conj, div_self (norm_ne_zero_iff.2 hne)]
  have alg : ∀ c A B : ℝ, c ≠ 0 → A ≠ 0 → B ≠ 0 → 1 * (c / B) / (c / A) = A / B := by
    intro c A B hc hA hB
    field_simp
  rw [reflectivity, amplitude, norm_div, norm_mul, hphase, hG _ (by linarith),
    hG _ (by linarith), alg _ _ _ Real.pi_ne_zero (hpos _ (by linarith)).ne'
      (hpos _ (by linarith)).ne']
```

## Strict decrease of the ratio

Write $a=\pi(q-p)$ and $b=\pi(q+p)$, so that $0<a<b$ and $R(s)=(\sinh as/\sinh bs)^2$. In this section $x$ stands for a value of the width, not for the position. The chain rule gives $\frac{d}{dx}\sinh cx=c\cosh cx$.

```lean
/-- The derivative of `sinh (cx)` with respect to `x` is `c cosh (cx)`. -/
theorem hasDerivAt_sinh_mul (c x : ℝ) :
    HasDerivAt (fun y => Real.sinh (c * y)) (Real.cosh (c * x) * c) x := by
  simpa using ((hasDerivAt_id x).const_mul c).sinh
```

By the quotient rule,

$$\frac{d}{dx}\frac{\sinh ax}{\sinh bx}=\frac{g(x)}{\sinh^2 bx},\qquad g(x)=a\cosh ax\,\sinh bx-b\sinh ax\,\cosh bx.$$

To find the sign of $g$, differentiate once more. The terms with $\cosh ax\cosh bx$ cancel, leaving

$$g'(x)=(a^2-b^2)\sinh ax\,\sinh bx<0\quad(x>0).$$

Since $g(0)=0$, it follows that $g(x)<0$ for every $x>0$, and the ratio decreases strictly.

The Lean proof applies `strictAntiOn_of_deriv_neg` twice: first to $g$ on $[0,\infty)$, with the derivative supplied by `hg`, and then to the ratio on $(0,\infty)$, with the derivative supplied by `hd`.

```lean
/-- For `0 < a < b`, the ratio `sinh (as) / sinh (bs)` is strictly decreasing in `s > 0`. -/
theorem sinh_ratio_strictAnti {a b : ℝ} (ha : 0 < a) (hab : a < b) :
    StrictAntiOn (fun s => Real.sinh (a * s) / Real.sinh (b * s)) (Ioi 0) := by
  have hb := ha.trans hab
  have hpos : ∀ c x : ℝ, 0 < c → 0 < x → 0 < Real.sinh (c * x) := fun c x hc hx =>
    Real.sinh_pos_iff.2 (mul_pos hc hx)
  have hcosh : ∀ c x : ℝ,
      HasDerivAt (fun y => Real.cosh (c * y)) (Real.sinh (c * x) * c) x := fun c x => by
    simpa using ((hasDerivAt_id x).const_mul c).cosh
  -- the numerator of the derivative vanishes at 0 and decreases
  have hg : ∀ x : ℝ, HasDerivAt (fun y => a * Real.cosh (a * y) * Real.sinh (b * y)
      - b * Real.sinh (a * y) * Real.cosh (b * y))
      ((a ^ 2 - b ^ 2) * (Real.sinh (a * x) * Real.sinh (b * x))) x := fun x =>
    ((((hcosh a x).const_mul a).fun_mul (hasDerivAt_sinh_mul b x)).fun_sub
      (((hasDerivAt_sinh_mul a x).const_mul b).fun_mul (hcosh b x))).congr_deriv (by ring)
  have hanti := strictAntiOn_of_deriv_neg (convex_Ici (0 : ℝ))
    (fun x _ => (hg x).continuousAt.continuousWithinAt) (fun x hx => by
      rw [interior_Ici] at hx
      rw [(hg x).deriv]
      exact mul_neg_of_neg_of_pos (by nlinarith) (mul_pos (hpos a x ha hx) (hpos b x hb hx)))
  have hd : ∀ x : ℝ, 0 < x → HasDerivAt (fun s => Real.sinh (a * s) / Real.sinh (b * s))
      ((Real.cosh (a * x) * a * Real.sinh (b * x) - Real.sinh (a * x) * (Real.cosh (b * x) * b))
        / Real.sinh (b * x) ^ 2) x := fun x hx =>
    (hasDerivAt_sinh_mul a x).fun_div (hasDerivAt_sinh_mul b x) (hpos b x hb hx).ne'
  refine strictAntiOn_of_deriv_neg (convex_Ioi 0)
    (fun x hx => (hd x hx).continuousAt.continuousWithinAt) (fun x hx => ?_)
  rw [interior_Ioi] at hx
  have hx0 : 0 < x := hx
  rw [(hd x hx0).deriv]
  have h := hanti (mem_Ici.2 le_rfl) (mem_Ici.2 hx0.le) hx0
  simp only [mul_zero, Real.sinh_zero, zero_mul, sub_zero] at h
  exact div_neg_of_neg_of_pos (by linarith) (pow_pos (hpos b x hb hx0) 2)
```

## The narrow-layer limit

The slope of $\sinh cs$ at the origin is $c$, so $\sinh(cs)/s\to c$ as $s\to0^+$. Dividing the two slopes,

$$\frac{\sinh as}{\sinh bs}=\frac{\sinh(as)/s}{\sinh(bs)/s}\to\frac ab.$$

In Lean, `h` is the slope statement, and `congr'` replaces the quotient of slopes by the original ratio, which agrees with it for $s>0$.

```lean
/-- For `b ≠ 0`, the ratio `sinh (as) / sinh (bs)` tends to `a / b` as `s` tends to `0` from
above. -/
theorem sinh_ratio_tendsto_zero (a : ℝ) {b : ℝ} (hb : b ≠ 0) :
    Tendsto (fun s => Real.sinh (a * s) / Real.sinh (b * s)) (𝓝[>] 0) (𝓝 (a / b)) := by
  have h : ∀ c : ℝ, Tendsto (fun t => t⁻¹ * Real.sinh (c * t)) (𝓝[>] 0) (𝓝 c) := by
    intro c
    have h1 := (hasDerivAt_iff_tendsto_slope_zero.1 (hasDerivAt_sinh_mul c 0)).mono_left
      (nhdsWithin_mono (0 : ℝ) (fun x (hx : x ∈ Ioi (0 : ℝ)) => (mem_Ioi.1 hx).ne'))
    simpa using h1
  refine ((h a).div (h b) hb).congr' ?_
  filter_upwards [self_mem_nhdsWithin] with s hs
  exact mul_div_mul_left _ _ (inv_ne_zero (mem_Ioi.1 hs).ne')
```

## The wide-layer limit

Factor out the growing exponential, $\sinh cs=\tfrac12e^{cs}(1-e^{-2cs})$. Then

$$e^{(b-a)s}\,\frac{\sinh as}{\sinh bs}=\frac{1-e^{-2as}}{1-e^{-2bs}}\to1\qquad(s\to\infty).$$

The factorisation is `key`, the limit of each bracket is `h`, and `alg` cancels the exponentials.

```lean
/-- For `a, b > 0`, the ratio `sinh (as) / sinh (bs)` multiplied by `exp ((b-a)s)` tends to one
as `s` tends to infinity. -/
theorem sinh_ratio_tendsto_atTop {a b : ℝ} (ha : 0 < a) (hb : 0 < b) :
    Tendsto (fun s => Real.exp ((b - a) * s) * (Real.sinh (a * s) / Real.sinh (b * s)))
      atTop (𝓝 1) := by
  have h : ∀ c : ℝ, 0 < c → Tendsto (fun s => 1 - Real.exp (-(2 * c * s))) atTop (𝓝 1) := by
    intro c hc
    have h0 : Tendsto (fun s : ℝ => Real.exp (-(2 * c * s))) atTop (𝓝 0) :=
      Real.tendsto_exp_neg_atTop_nhds_zero.comp
        (tendsto_id.const_mul_atTop (by positivity : 0 < 2 * c))
    simpa using h0.const_sub 1
  -- pull the growing exponential out of each hyperbolic sine
  have key : ∀ c s : ℝ,
      Real.sinh (c * s) = Real.exp (c * s) * (1 - Real.exp (-(2 * c * s))) / 2 := by
    intro c s
    rw [Real.sinh_eq, mul_sub, ← Real.exp_add, mul_one]
    ring_nf
  have alg : ∀ E F X Y : ℝ, E ≠ 0 → F ≠ 0 → Y ≠ 0 →
      X / Y = E * (F * X / 2 / (E * F * Y / 2)) := by
    intro E F X Y hE hF hY
    field_simp
  have hlim := (h a ha).div (h b hb) one_ne_zero
  rw [div_one] at hlim
  refine hlim.congr' ?_
  filter_upwards [eventually_gt_atTop 0] with s hs
  have e : Real.exp ((b - a) * s) * Real.exp (a * s) = Real.exp (b * s) := by
    rw [← Real.exp_add]
    ring_nf
  have hY : Real.exp (-(2 * b * s)) < 1 :=
    Real.exp_lt_one_iff.2 (by have := mul_pos hb hs; linarith)
  rw [key a s, key b s, ← e]
  exact alg _ _ _ _ (Real.exp_ne_zero _) (Real.exp_ne_zero _) (sub_pos.2 hY).ne'
```

## Dependence of the reflectivity on width

The three properties now carry over to $R$. The ratio of sines is positive, so squaring preserves its strict decrease. In the narrow limit $a/b=(q-p)/(q+p)$, whose square is the Fresnel value for a sharp step. In the wide limit $b-a=2\pi p$, and squaring doubles the exponent:

$$e^{4\pi sp}R(s)\to1.$$

A wide layer thus reflects approximately $e^{-4\pi sp}$, and $q$ drops out of the leading behaviour.

In the theorem, `reflectivity p q` is a function of the width alone, with the two real wave numbers held fixed. `StrictAntiOn (reflectivity p q) (Ioi 0)` says that $0<s<t$ implies $R(t)<R(s)$. The filter `𝓝[>] 0` means that $s$ approaches zero through positive values, and `atTop` means $s\to\infty$. The hypotheses `hp` and `hpq` place the incident wave on the side with the smaller wave number and make both sides propagating. Neutrons entering most materials from vacuum come from the side with the larger normal wave number. The theorem does not state that case, but the reflectivity is the same for the same pair of wave numbers, because a lossless interface reflects equally from both sides. Absorption, an evanescent wave on the far side and profiles of other shapes lie beyond the statement.

The three parts of the proof follow the same order. Each rewrites $R$ with `reflectivity_eq` and squares the corresponding result for the ratio of sines.

```lean
/-- For `0 < p < q`, the Epstein reflectivity `R(s)` is strictly decreasing in the width `s > 0`,
tends to `((q-p)/(q+p))²` as `s` tends to `0` from above, and `exp (4πsp) R(s)` tends to one as
`s` tends to infinity. -/
theorem reflectivity_width_dependence {p q : ℝ} (hp : 0 < p) (hpq : p < q) :
    StrictAntiOn (reflectivity p q) (Ioi 0) ∧
    Tendsto (reflectivity p q) (𝓝[>] 0) (𝓝 (((q - p) / (q + p)) ^ 2)) ∧
    Tendsto (fun s => Real.exp (4 * π * s * p) * reflectivity p q s) atTop (𝓝 1) := by
  have ha : 0 < π * (q - p) := mul_pos Real.pi_pos (by linarith)
  have hb : 0 < π * (q + p) := mul_pos Real.pi_pos (by linarith)
  have hab : π * (q - p) < π * (q + p) := by nlinarith [mul_pos Real.pi_pos hp]
  refine ⟨fun s hs t ht hst => ?_, ?_, ?_⟩
  · have hs0 : 0 < s := hs
    have ht0 : 0 < t := ht
    rw [reflectivity_eq hp hpq hs0, reflectivity_eq hp hpq ht0]
    have h := sinh_ratio_strictAnti ha hab hs ht hst
    have h0 : 0 < Real.sinh (π * (q - p) * t) / Real.sinh (π * (q + p) * t) :=
      div_pos (Real.sinh_pos_iff.2 (mul_pos ha ht0)) (Real.sinh_pos_iff.2 (mul_pos hb ht0))
    exact pow_lt_pow_left₀ h h0.le two_ne_zero
  · have h := (sinh_ratio_tendsto_zero (π * (q - p)) hb.ne').pow 2
    rw [mul_div_mul_left _ _ Real.pi_ne_zero] at h
    refine h.congr' ?_
    filter_upwards [self_mem_nhdsWithin] with s hs
    exact (reflectivity_eq hp hpq hs).symm
  · have h := (sinh_ratio_tendsto_atTop ha hb).pow 2
    rw [one_pow] at h
    refine h.congr' ?_
    filter_upwards [eventually_gt_atTop 0] with s hs
    have e : Real.exp ((π * (q + p) - π * (q - p)) * s) ^ 2 = Real.exp (4 * π * s * p) := by
      rw [sq, ← Real.exp_add]
      ring_nf
    rw [reflectivity_eq hp hpq hs, mul_pow, e]
```

For a single particle crossing this particular one-dimensional potential drop, the theorem quantifies a purely quantum reflection: it is exponentially small once $s$ is large compared with $1/p$. The same limits can test a numerical code that solves this scalar wave equation for a lossless interface with this profile.

## Comparison with the sharp step

A layer of any positive width reflects strictly less than the sharp step. Letting $t\to0^+$ in $R(s)<R(t)$ would give only a non-strict inequality, so compare with half the width. For $0<t<s/2$ we have $R(s/2)<R(t)$, and letting $t\to0^+$ gives

$$R(s)<R(s/2)\le\left(\frac{q-p}{q+p}\right)^2.$$

The first inequality is `hanti` applied to `half_lt_self hs`, and the second is `ge_of_tendsto`.

```lean
/-- For `0 < p < q`, an Epstein layer of any width `s > 0` reflects strictly less than the
sharp-step value `((q-p)/(q+p))²`. -/
theorem reflectivity_lt_sharp {p q s : ℝ} (hp : 0 < p) (hpq : p < q) (hs : 0 < s) :
    reflectivity p q s < ((q - p) / (q + p)) ^ 2 := by
  obtain ⟨hanti, hlim, -⟩ := reflectivity_width_dependence hp hpq
  have h2 : 0 < s / 2 := half_pos hs
  -- compare with the layer of half the width, which is still below the limit
  refine (hanti (mem_Ioi.2 h2) (mem_Ioi.2 hs) (half_lt_self hs)).trans_le
    (ge_of_tendsto hlim ?_)
  filter_upwards [Ioo_mem_nhdsGT h2] with t ht
  exact (hanti (mem_Ioi.2 ht.1) (mem_Ioi.2 h2) ht.2).le

end

end EpsteinLayer
```

## The threshold limit

Let $p\to0^+$ with $q$ and $s$ fixed. The two hyperbolic sines in the formula for $R$ approach the same value, so $R(s)\to1$: at any fixed width, reflection becomes nearly total once $p$ is small enough. The Fresnel value also tends to one, so the limit is the same for every width, but a wider layer needs a smaller $p$ to come equally close to it. This agrees with the wide-layer exponent $4\pi sp$, in which the width is measured against the length $1/p$.

```lean
#print axioms EpsteinLayer.reflectivity_width_dependence
#print axioms EpsteinLayer.reflectivity_lt_sharp
```

```
'EpsteinLayer.reflectivity_width_dependence' depends on axioms: [propext, Classical.choice, Quot.sound]
'EpsteinLayer.reflectivity_lt_sharp' depends on axioms: [propext, Classical.choice, Quot.sound]
```
